# The k-th backward difference of a power of degree at most k

The lemma says that for natural numbers m ≤ k and any real y, the sum over j from 0 to k of (−1)^j C(k,j) (y − j)^m is k! when m = k and zero when m < k. This is the k-th backward difference, with unit step, of the m-th power at y. The statement is pure algebra and assumes no physical model. The proof is by induction on m, with k and y left free. In the step it splits one factor y − j off the power and absorbs the j into the binomial coefficient, which leaves two sums of degree m that the induction hypothesis evaluates.

As first written in Lean, the proof fails:

```lean
import Mathlib

open Finset Polynomial

namespace BondingDensityExtrapolation

noncomputable section

/-- The `k`-th backward difference of the power `y ^ m` is `k!` for `m = k` and zero
for `m < k`. -/
theorem alternating_sum_pow (m k : ℕ) (y : ℝ) (hm : m ≤ k) :
    ∑ j ∈ range (k + 1), (-1 : ℝ) ^ j * (k.choose j : ℝ) * (y - (j : ℝ)) ^ m =
      if m = k then (k.factorial : ℝ) else 0 := by
  induction m generalizing k y with
  | zero =>
    cases k with
    | zero => simp
    | succ k =>
      have h := add_pow (-1 : ℝ) 1 (k + 1)
      simpa using h.symm
  | succ m ih =>
    obtain ⟨k, rfl⟩ : ∃ l, k = l + 1 := ⟨k - 1, by omega⟩
    -- absorb the factor `j` into the binomial coefficient
    have h1 : ∑ j ∈ range (k + 1 + 1), (-1 : ℝ) ^ j * ((k + 1).choose j : ℝ) * (j : ℝ) *
        (y - (j : ℝ)) ^ m = -((k : ℝ) + 1) *
        ∑ j ∈ range (k + 1), (-1 : ℝ) ^ j * (k.choose j : ℝ) * (y - 1 - (j : ℝ)) ^ m := by
      rw [sum_range_succ', mul_sum]
      simp only [Nat.cast_zero, mul_zero, zero_mul, add_zero]
      refine sum_congr rfl fun j _ => ?_
      have hc : ((k : ℝ) + 1) * (k.choose j : ℝ) =
          ((k + 1).choose (j + 1) : ℝ) * ((j : ℝ) + 1) := by
        exact_mod_cast Nat.add_one_mul_choose_eq k j
      have hy : y - ((j + 1 : ℕ) : ℝ) = y - 1 - (j : ℝ) := by push_cast; ring
      rw [hy]
      push_cast
      linear_combination (-1 : ℝ) ^ j * (y - 1 - (j : ℝ)) ^ m * hc
    have h2 : ∑ j ∈ range (k + 1 + 1), (-1 : ℝ) ^ j * ((k + 1).choose j : ℝ) *
        (y - (j : ℝ)) ^ (m + 1) =
        y * ∑ j ∈ range (k + 1 + 1), (-1 : ℝ) ^ j * ((k + 1).choose j : ℝ) * (y - (j : ℝ)) ^ m
        - ∑ j ∈ range (k + 1 + 1), (-1 : ℝ) ^ j * ((k + 1).choose j : ℝ) * (j : ℝ) *
        (y - (j : ℝ)) ^ m := by
      rw [mul_sum, ← sum_sub_distrib]
      exact sum_congr rfl fun j _ => by ring
    rw [h2, h1, ih (k + 1) y (by omega), ih k (y - 1) (by omega), if_neg (by omega)]
    by_cases h : m = k
    · subst h
      simp [Nat.factorial_succ]
    · simp [h]

end

end BondingDensityExtrapolation
```

Compiling this gives:

```
Main.lean:46:4: error: unsolved goals
case pos
m : ℕ
ih :
  ∀ (k : ℕ) (y : ℝ),
    m ≤ k → ∑ j ∈ range (k + 1), (-1) ^ j * ↑(k.choose j) * (y - ↑j) ^ m = if m = k then ↑k.factorial else 0
y : ℝ
hm : m + 1 ≤ m + 1
h1 :
  ∑ j ∈ range (m + 1 + 1), (-1) ^ j * ↑((m + 1).choose j) * ↑j * (y - ↑j) ^ m =
    -(↑m + 1) * ∑ j ∈ range (m + 1), (-1) ^ j * ↑(m.choose j) * (y - 1 - ↑j) ^ m
h2 :
  ∑ j ∈ range (m + 1 + 1), (-1) ^ j * ↑((m + 1).choose j) * (y - ↑j) ^ (m + 1) =
    y * ∑ j ∈ range (m + 1 + 1), (-1) ^ j * ↑((m + 1).choose j) * (y - ↑j) ^ m -
      ∑ j ∈ range (m + 1 + 1), (-1) ^ j * ↑((m + 1).choose j) * ↑j * (y - ↑j) ^ m
⊢ -((-1 + -↑m) * ↑m.factorial) = (↑m + 1) * ↑m.factorial
```

Diagnosis. The one error is in the last part of the induction step, the case `m = k`, where the answer should be a factorial. There `simp [Nat.factorial_succ]` evaluates the conditionals and expands the factorial of m + 1, but doesn't finish. It leaves −((−1 + −m) · m!) = (m + 1) · m!, with m and m! cast to the reals.

This equation is true, since −(−1 − m) is m + 1. But `simp` has carried the minus sign of −(m + 1) into the sum, while the other minus sign stays outside the product. The two signs never cancel, so the sides keep different forms and Lean reports the goal as unsolved when the case ends.

The repair adds `ring` after the `simp`. It proves identities that follow from the laws of commutative rings, and this is one, with m and m! treated as arbitrary real quantities. Nothing else in the proof changes.

This version goes through:

```diff
@@ -46,4 +46,5 @@
     · subst h
       simp [Nat.factorial_succ]
+      ring
     · simp [h]
 
```
